# The moment of order s of the bare 1/r² force in the hydrogen ground state is finite exactly when s < 3/2

In the ground state of hydrogen, in atomic units, the electron's distance r from the nucleus has the normalised density 4r² exp(−2r) on r > 0. The theorem `moment_finite_iff` takes the magnitude 1/r² of the bare force, raises it to a real power s, and says that its product with this density is integrable over r > 0 if and only if s < 3/2. The attempt first rewrites the integrand as 4r^(2−2s) exp(−2r), using the lemma `moment_integrand`. For one direction it then bounds the exponential from below near the nucleus, which leaves a pure power to be integrated on (0, 1), and for the other it uses a Mathlib result on powers times exponentials.

In Lean, a first try:

```lean
import Mathlib

open MeasureTheory Set Filter Topology

namespace HydrogenForceTail

noncomputable section

/-- The radial density `4 r² exp(-2r)` of the hydrogen ground state in atomic units,
used on `r > 0`. -/
def radialDensity (r : ℝ) : ℝ := 4 * r ^ 2 * Real.exp (-2 * r)

/-- The magnitude `1/r²` of the bare force estimator, for `r ≠ 0`. -/
def bareForce (r : ℝ) : ℝ := 1 / r ^ 2

/-- At `r > 0` the integrand of the moment of order `s` of the bare force is
`4 r^(2-2s) exp(-2r)`. -/
theorem moment_integrand (s : ℝ) {r : ℝ} (hr : 0 < r) :
    bareForce r ^ s * radialDensity r = 4 * (r ^ (2 - 2 * s) * Real.exp (-2 * r)) := by
  have h1 : 1 / r ^ 2 = r ^ (-2 : ℝ) := by
    rw [Real.rpow_neg hr.le, Real.rpow_two, one_div]
  have h2 : r ^ (2 - 2 * s) = r ^ (-2 * s) * r ^ 2 := by
    rw [← Real.rpow_two, ← Real.rpow_add hr]
    congr 1
    ring
  unfold bareForce radialDensity
  rw [h1, ← Real.rpow_mul hr.le, h2]
  ring

/-- The moment of real order `s` of the bare force is finite exactly when `s < 3/2`. -/
theorem moment_finite_iff (s : ℝ) :
    IntegrableOn (fun r => bareForce r ^ s * radialDensity r) (Ioi 0) ↔ s < 3 / 2 := by
  rw [integrableOn_congr_fun (fun r hr => moment_integrand s hr) measurableSet_Ioi]
  constructor
  · intro h
    -- near the nucleus the exponential is bounded below, so the pure power is integrable
    have h1 : IntegrableOn (fun r : ℝ => r ^ (2 - 2 * s)) (Ioo 0 1) := by
      refine Integrable.mono' ((h.mono_set Ioo_subset_Ioi_self).const_mul (Real.exp 2))
        (by fun_prop : Measurable fun r : ℝ => r ^ (2 - 2 * s)).aestronglyMeasurable
        ((ae_restrict_iff' measurableSet_Ioo).2 (ae_of_all _ fun r hr => ?_))
      have hp : 0 ≤ r ^ (2 - 2 * s) := Real.rpow_nonneg hr.1.le _
      have he : 1 ≤ Real.exp 2 * Real.exp (-2 * r) := by
        rw [← Real.exp_add]
        exact Real.one_le_exp (by linarith [hr.2])
      rw [Real.norm_of_nonneg hp]
      nlinarith [mul_le_mul_of_nonneg_left he hp]
    rw [intervalIntegral.integrableOn_Ioo_rpow_iff one_pos] at h1
    linarith
  · intro hs
    have h := integrableOn_rpow_mul_exp_neg_mul_rpow (s := 2 - 2 * s) (p := 1) (b := 2)
      (by linarith) (by norm_num) (by norm_num)
    simp only [Real.rpow_one] at h
    exact h.const_mul 4

end

end HydrogenForceTail
```

The error:

```
Main.lean:33:6: error: Tactic `rewrite` failed: Did not find an occurrence of the pattern
  IntegrableOn (fun r => bareForce (?m.46 r) ^ s * radialDensity (?m.46 r)) (fun r => Real.lt✝ 0 (?m.46 r)) ?m.39
in the target expression
  IntegrableOn (fun r => bareForce r ^ s * radialDensity r) (Ioi 0) volume ↔ s < 3 / 2

s : ℝ
⊢ IntegrableOn (fun r => bareForce r ^ s * radialDensity r) (Ioi 0) volume ↔ s < 3 / 2
```

What went wrong. The message says that `rw` found nothing in the goal matching the left side of its equivalence. `integrableOn_congr_fun` needs a proof that two functions agree on a set, and here the functions and the set had to be inferred from the bare `fun r hr => moment_integrand s hr`. Lean had to match the membership hypothesis `hr`, for a set not yet known, with the inequality `0 < r` that `moment_integrand` expects. It took the set to be the raw predicate `fun r => Real.lt 0 (?m.46 r)`, and left open the point `?m.46 r` at which the lemma is applied. The goal has `Ioi 0` there, and `rw` did not recognise the two as the same.

The repair states the agreement first, as `hE`, with both functions and the set `Ioi 0` written out. `mem_Ioi.1 hr` turns membership in `Ioi 0` into `0 < r`, so the lemma is applied at `r` itself. The left side of the rewrite is then the integrability statement in the goal, and `rw` finds it.

Fix (accepted with no message):

```diff
@@ -31,5 +31,8 @@
 theorem moment_finite_iff (s : ℝ) :
     IntegrableOn (fun r => bareForce r ^ s * radialDensity r) (Ioi 0) ↔ s < 3 / 2 := by
-  rw [integrableOn_congr_fun (fun r hr => moment_integrand s hr) measurableSet_Ioi]
+  have hE : EqOn (fun r : ℝ => bareForce r ^ s * radialDensity r)
+      (fun r : ℝ => 4 * (r ^ (2 - 2 * s) * Real.exp (-2 * r))) (Ioi 0) :=
+    fun r hr => moment_integrand s (mem_Ioi.1 hr)
+  rw [integrableOn_congr_fun hE measurableSet_Ioi]
   constructor
   · intro h
```
